# Coupled only to one electron, N equal-energy nuclei keep a uniformly mixed excitation with probability at least 1 − 1/N through repeated electron resets

## Two nuclei and a cancelled amplitude

Let two nuclei of equal energy couple to one electron with the same real amplitude $a\ne0$. In $(|1\rangle-|2\rangle)/\sqrt2$ the two transfer amplitudes cancel, so this state is dark. Its partner $(|1\rangle+|2\rangle)/\sqrt2$ couples with strength $\sqrt2\,a$. A uniform mixture contains each with weight $1/2$, so at least half of the excitation stays on the nuclei.

## N nuclei and a reset electron

For $N$ nuclei, let $\psi_e$ and $\psi_k$ be the amplitudes for the excitation to be on the electron and on nucleus $k$. Each nucleus has excitation energy $\omega$, the electron has $\omega+\Delta$, and $a_k$ is the real coupling between nucleus $k$ and the electron. With $\hbar=1$,

$$(H\psi)_e=(\omega+\Delta)\psi_e+\sum_k a_k\psi_k,\qquad (H\psi)_k=a_k\psi_e+\omega\psi_k.$$

Each cycle applies $U=e^{-itH}$ and then removes any electron excitation. The density matrix is not renormalised: the lost weight belongs to the state without excitation, which never returns to this sector.

In this one-excitation model, the bound limits nuclear cooling through electron resets: changing the pulse lengths alone cannot empty the dark states.

## The statement in Lean

In `Option ι`, `none` is the electron and `some k` is nucleus $k$; $N$ is `Fintype.card ι`. The list `ts` holds the evolution times, `protocol` runs the cycles in order, and `nuclearProb` sums the nuclear populations, which gives the probability $P$ that the excitation is still on the nuclei. The hypothesis `ha : a ≠ 0` says that some coupling is nonzero, which also ensures $N\ge1$.

`dark_state_bound` gives $P\ge1-1/N$ for every real $\omega$, $\Delta$ and every finite list of times. For $\Delta=0$, `resonant_probability` gives the exact value and `bound_attained` a single pulse that reaches the bound.

The model has static real couplings, perfect removal, no relaxation and no coupling between nuclei. Equal nuclear energies mean that site-dependent shifts, such as those from longitudinal hyperfine coupling, are neglected.

## Splitting the mixture into dark and bright parts

If $\psi_e=0$ and $\sum_k a_k\psi_k=0$, then $H\psi=\omega\psi$. Hence $H^n\psi=\omega^n\psi$, and the exponential series gives $U\psi=e^{-i\omega t}\psi$.

Put $g=\sqrt{\sum_k a_k^2}$ and $b_k=a_k/g$, with no electron amplitude in $b$. Let $Q$ project onto the nuclei and let $D=Q-|b\rangle\langle b|$. Every column of $D$ is dark, because

$$\sum_k a_k(\delta_{kl}-b_kb_l)=a_l-gb_l=0.$$

So $UD=e^{-i\omega t}D$. Taking adjoints, $DU^\dagger=e^{i\omega t}D$, and therefore $UDU^\dagger=D$. Since $QDQ=D$, one cycle acts as

$$\frac{D+|v\rangle\langle v|}{N}\longmapsto\frac{D+|v'\rangle\langle v'|}{N},\qquad v'=QUv.$$

The initial state $Q/N$ has this form with $v=b$. As $\operatorname{Tr}D=N-1$, after any number of cycles

$$P=\frac{N-1+\sum_k|v_k|^2}{N}\ge1-\frac1N.$$

For $N=1$ there is no dark state and the bound is zero.

## The exact probability on resonance

Let $|e\rangle$ be the electron state. At $\Delta=0$, the action of $H$ gives

$$H(|b\rangle\pm|e\rangle)=(\omega\pm g)(|b\rangle\pm|e\rangle).$$

Since $|b\rangle$ is half the sum of these two vectors,

$$QU|b\rangle=\tfrac12e^{-i\omega t}(e^{-igt}+e^{igt})|b\rangle=e^{-i\omega t}\cos(gt)\,|b\rangle.$$

After times $t_j$ the remainder has weight $\prod_j\cos^2(gt_j)$, so

$$P=1-\frac{1-\prod_j\cos^2(gt_j)}{N}.$$

One pulse with $t=\pi/(2g)$ makes the product zero and attains the bound.

## The Lean file

```lean
import Mathlib

open Matrix

namespace ElectronNuclearDarkStates

noncomputable section

variable {ι : Type*} [Fintype ι] [DecidableEq ι]

/-- One-excitation Hamiltonian: `none` is the electron, with energy `ω + Δ`, and `some k` is
nucleus `k`, with energy `ω` and coupling `a k` to the electron only. -/
def hamiltonian (ω Δ : ℝ) (a : ι → ℝ) : Matrix (Option ι) (Option ι) ℂ :=
  Matrix.of fun i j => match i, j with
    | none, none => (ω : ℂ) + Δ
    | none, some k => (a k : ℂ)
    | some k, none => (a k : ℂ)
    | some k, some l => if k = l then (ω : ℂ) else 0

/-- The propagator `exp (-i t H)`, in units with `ħ = 1`. -/
def propagator (ω Δ : ℝ) (a : ι → ℝ) (t : ℝ) : Matrix (Option ι) (Option ι) ℂ :=
  NormedSpace.exp ((-(Complex.I * t)) • hamiltonian ω Δ a)

/-- The projector onto states with the excitation on the nuclei. -/
def nuclearProj : Matrix (Option ι) (Option ι) ℂ :=
  Matrix.diagonal fun s => s.elim 0 fun _ => 1

/-- Evolution for a time `t`, then removal of any electron excitation. -/
def cycle (ω Δ : ℝ) (a : ι → ℝ) (t : ℝ) (ρ : Matrix (Option ι) (Option ι) ℂ) :
    Matrix (Option ι) (Option ι) ℂ :=
  nuclearProj * (propagator ω Δ a t * ρ * (propagator ω Δ a t)ᴴ) * nuclearProj

/-- Successive cycles with the listed evolution times. -/
def protocol (ω Δ : ℝ) (a : ι → ℝ) :
    List ℝ → Matrix (Option ι) (Option ι) ℂ → Matrix (Option ι) (Option ι) ℂ
  | [], ρ => ρ
  | t :: ts, ρ => protocol ω Δ a ts (cycle ω Δ a t ρ)

/-- One excitation uniformly mixed over the nuclei, of which there is at least one. -/
def mixedState : Matrix (Option ι) (Option ι) ℂ :=
  (Fintype.card ι : ℂ)⁻¹ • nuclearProj

/-- The probability that the excitation is on the nuclei. -/
def nuclearProb (ρ : Matrix (Option ι) (Option ι) ℂ) : ℝ :=
  ∑ k, (ρ (some k) (some k)).re

/-- The collective coupling `g = √(∑ a_k²)`. -/
def coupling (a : ι → ℝ) : ℝ := √(∑ k, a k ^ 2)

/-- The bright nuclear state, with amplitudes `a_k / g`, for couplings not all zero. -/
def bright (a : ι → ℝ) : Option ι → ℂ :=
  fun s => s.elim 0 fun k => ((a k / coupling a : ℝ) : ℂ)

/-- The operator `|v⟩⟨v|`. -/
def ketbra (v : Option ι → ℂ) : Matrix (Option ι) (Option ι) ℂ := vecMulVec v (star v)

/-- The nuclear projector minus the bright-state projector, for couplings not all zero. -/
def darkProj (a : ι → ℝ) : Matrix (Option ι) (Option ι) ℂ := nuclearProj - ketbra (bright a)

/-- An eigenvector of the Hamiltonian with eigenvalue `E` evolves by the phase `exp (-i t E)`. -/
theorem propagator_eigenstate (ω Δ t : ℝ) (a : ι → ℝ) (v : Option ι → ℂ) (E : ℂ)
    (h : hamiltonian ω Δ a *ᵥ v = E • v) :
    propagator ω Δ a t *ᵥ v = Complex.exp (-(Complex.I * t) * E) • v := by
  unfold propagator
  set A := (-(Complex.I * t)) • hamiltonian ω Δ a with hA
  set c := -(Complex.I * t) * E with hc
  have hv : A *ᵥ v = c • v := by rw [hA, Matrix.smul_mulVec, h, smul_smul]
  have hpow : ∀ n : ℕ, (A ^ n) *ᵥ v = c ^ n • v := by
    intro n
    induction n with
    | zero => simp
    | succ n ih =>
      rw [pow_succ, ← Matrix.mulVec_mulVec, hv, Matrix.mulVec_smul, ih, smul_smul, pow_succ']
  -- apply the exponential series term by term
  have hs : HasSum (fun n : ℕ => (n.factorial : ℂ)⁻¹ • A ^ n) (NormedSpace.exp A) := by
    let : NormedRing (Matrix (Option ι) (Option ι) ℂ) := Matrix.linftyOpNormedRing
    let : NormedAlgebra ℂ (Matrix (Option ι) (Option ι) ℂ) := Matrix.linftyOpNormedAlgebra
    exact NormedSpace.exp_series_hasSum_exp' (𝕂 := ℂ) A
  have h1 := hs.map (Matrix.mulVec.addMonoidHomLeft v)
    (continuous_id.matrix_mulVec continuous_const)
  have h2 := (NormedSpace.exp_series_hasSum_exp' (𝕂 := ℂ) c).smul_const v
  rw [Complex.exp_eq_exp_ℂ]
  refine h1.unique ?_
  convert h2 using 1
  funext n
  change ((n.factorial : ℂ)⁻¹ • A ^ n) *ᵥ v = _
  rw [Matrix.smul_mulVec, hpow, smul_assoc]

/-- The action of the Hamiltonian on the electron amplitude and on each nuclear amplitude. -/
theorem hamiltonian_mulVec (ω Δ : ℝ) (a : ι → ℝ) (v : Option ι → ℂ) :
    (hamiltonian ω Δ a *ᵥ v) none = (ω + Δ) * v none + ∑ k, (a k : ℂ) * v (some k) ∧
    ∀ k, (hamiltonian ω Δ a *ᵥ v) (some k) = a k * v none + ω * v (some k) := by
  constructor
  · simp [hamiltonian, Matrix.mulVec, dotProduct, Fintype.sum_option]
  · intro k
    simp [hamiltonian, Matrix.mulVec, dotProduct, Fintype.sum_option, ite_mul]

/-- A nuclear state with `∑ a_k ψ_k = 0` is dark: it evolves only by a phase. -/
theorem dark_state_stationary (ω Δ t : ℝ) (a : ι → ℝ) (v : Option ι → ℂ)
    (h0 : v none = 0) (hd : ∑ k, (a k : ℂ) * v (some k) = 0) :
    propagator ω Δ a t *ᵥ v = Complex.exp (-(Complex.I * t) * ω) • v := by
  apply propagator_eigenstate
  ext i
  cases i with
  | none => rw [(hamiltonian_mulVec ω Δ a v).1, hd]; simp [h0]
  | some k => rw [(hamiltonian_mulVec ω Δ a v).2]; simp [h0]

omit [DecidableEq ι] in
/-- For couplings not all zero, `g > 0`, the bright state is normalised, and its overlap with
the couplings is `g`. -/
theorem bright_state (a : ι → ℝ) (ha : a ≠ 0) :
    0 < coupling a ∧ ∑ k, (a k / coupling a) ^ 2 = 1 ∧
    ∑ k, (a k : ℂ) * bright a (some k) = coupling a := by
  obtain ⟨k, hk⟩ := Function.ne_iff.1 ha
  have hk' : a k ≠ 0 := hk
  have hg : 0 < coupling a := Real.sqrt_pos.2
    (Finset.sum_pos' (fun _ _ => sq_nonneg _) ⟨k, Finset.mem_univ k, by positivity⟩)
  have hsq : coupling a ^ 2 = ∑ k, a k ^ 2 :=
    Real.sq_sqrt (Finset.sum_nonneg fun _ _ => sq_nonneg _)
  have hn : ∑ k, (a k / coupling a) ^ 2 = 1 := by
    simp_rw [div_pow]
    rw [← Finset.sum_div, ← hsq, div_self (by positivity)]
  refine ⟨hg, hn, ?_⟩
  have h : ∑ k, a k * (a k / coupling a) = coupling a := by
    calc _ = coupling a * ∑ k, (a k / coupling a) ^ 2 := by
          rw [Finset.mul_sum]
          exact Finset.sum_congr rfl fun k _ => by field_simp
      _ = _ := by rw [hn, mul_one]
  change ∑ k, (a k : ℂ) * ((a k / coupling a : ℝ) : ℂ) = _
  exact_mod_cast h

/-- For couplings not all zero, a cycle preserves the dark part of the state and keeps a pure
remainder pure. -/
theorem cycle_split (ω Δ t : ℝ) (a : ι → ℝ) (ha : a ≠ 0) (r : ℂ) (v : Option ι → ℂ) :
    cycle ω Δ a t (r • (darkProj a + ketbra v)) =
      r • (darkProj a + ketbra (nuclearProj *ᵥ (propagator ω Δ a t *ᵥ v))) := by
  obtain ⟨hg, -, hab⟩ := bright_state a ha
  have hQ : (nuclearProj : Matrix (Option ι) (Option ι) ℂ)ᴴ = nuclearProj := by
    rw [nuclearProj, Matrix.diagonal_conjTranspose]
    congr 1
    ext s
    cases s <;> simp
  have hD : (darkProj a)ᴴ = darkProj a := by
    rw [darkProj, Matrix.conjTranspose_sub, hQ]
    congr 1
    ext i j
    simp [ketbra, Matrix.vecMulVec_apply, mul_comm]
  have h0 : ∀ j, darkProj a none j = 0 := by
    intro j
    cases j <;> simp [darkProj, nuclearProj, ketbra, Matrix.vecMulVec_apply, bright]
  have h0' : ∀ j, darkProj a j none = 0 := by
    intro j
    rw [← hD, Matrix.conjTranspose_apply, h0, star_zero]
  -- every column of the dark projector is a dark state
  have h1 : ∀ j, ∑ k, (a k : ℂ) * darkProj a (some k) j = 0 := by
    intro j
    cases j with
    | none => simp [h0']
    | some l =>
      have he : ∀ k, (a k : ℂ) * darkProj a (some k) (some l) =
          (if k = l then (a k : ℂ) else 0) - a k * bright a (some k) * bright a (some l) := by
        intro k
        by_cases hkl : k = l <;>
          simp [darkProj, nuclearProj, ketbra, Matrix.vecMulVec_apply, bright,
            hkl] <;> ring
      have hl : (coupling a : ℂ) * bright a (some l) = a l := by
        change (coupling a : ℂ) * ((a l / coupling a : ℝ) : ℂ) = _
        exact_mod_cast mul_div_cancel₀ (a l) hg.ne'
      simp_rw [he]
      rw [Finset.sum_sub_distrib, ← Finset.sum_mul, hab, hl]
      simp
  have hU : propagator ω Δ a t * darkProj a =
      Complex.exp (-(Complex.I * t) * ω) • darkProj a := by
    ext i j
    exact congrFun (dark_state_stationary ω Δ t a (fun s => darkProj a s j) (h0 j) (h1 j)) i
  have hU' := congrArg Matrix.conjTranspose hU
  rw [Matrix.conjTranspose_mul, Matrix.conjTranspose_smul, hD] at hU'
  have hp : Complex.exp (-(Complex.I * t) * ω) *
      star (Complex.exp (-(Complex.I * t) * ω)) = 1 := by
    rw [Complex.star_def, ← Complex.exp_conj, ← Complex.exp_add]
    simp
  have hdark : cycle ω Δ a t (darkProj a) = darkProj a := by
    rw [cycle, hU, Matrix.smul_mul, hU', smul_smul, hp, one_smul]
    ext i j
    rw [nuclearProj, Matrix.mul_diagonal, Matrix.diagonal_mul]
    cases i <;> cases j <;> simp [h0, h0']
  have hket : cycle ω Δ a t (ketbra v) =
      ketbra (nuclearProj *ᵥ (propagator ω Δ a t *ᵥ v)) := by
    simp only [cycle, ketbra, Matrix.mul_vecMulVec, Matrix.vecMulVec_mul,
      Matrix.star_mulVec, hQ]
  have hlin : cycle ω Δ a t (r • (darkProj a + ketbra v)) =
      r • (cycle ω Δ a t (darkProj a) + cycle ω Δ a t (ketbra v)) := by
    simp only [cycle, Matrix.mul_smul, Matrix.smul_mul, mul_add, add_mul]
  rw [hlin, hdark, hket]

/-- For couplings not all zero, the dark part contributes `1 - 1/N` to the nuclear probability
and the pure remainder adds its own nuclear weight divided by `N`. -/
theorem nuclearProb_split (a : ι → ℝ) (ha : a ≠ 0) (v : Option ι → ℂ) :
    nuclearProb ((Fintype.card ι : ℂ)⁻¹ • (darkProj a + ketbra v)) =
      1 - 1 / Fintype.card ι + (∑ k, Complex.normSq (v (some k))) / Fintype.card ι := by
  obtain ⟨k₀, -⟩ := Function.ne_iff.1 ha
  have hN : (Fintype.card ι : ℝ) ≠ 0 := by
    exact_mod_cast (Fintype.card_pos_iff.2 ⟨k₀⟩).ne'
  have ht : ∀ k, (((Fintype.card ι : ℂ)⁻¹ • (darkProj a + ketbra v)) (some k) (some k)).re =
      (Fintype.card ι : ℝ)⁻¹ *
        (1 - (a k / coupling a) ^ 2 + Complex.normSq (v (some k))) := by
    intro k
    rw [← Complex.ofReal_re ((Fintype.card ι : ℝ)⁻¹ * _)]
    congr 1
    push_cast
    rw [← Complex.mul_conj]
    simp [darkProj, nuclearProj, ketbra, Matrix.vecMulVec_apply, bright, pow_two]
  simp_rw [nuclearProb, ht]
  rw [← Finset.mul_sum, Finset.sum_add_distrib, Finset.sum_sub_distrib, (bright_state a ha).2.1]
  simp only [Finset.sum_const, Finset.card_univ, nsmul_eq_mul, mul_one]
  field_simp

/-- For couplings not all zero and equal nuclear energies, a uniformly mixed excitation stays on
the `N` nuclei with probability at least `1 - 1/N` after any sequence of cycles. -/
theorem dark_state_bound (ω Δ : ℝ) (a : ι → ℝ) (ha : a ≠ 0) (ts : List ℝ) :
    1 - 1 / (Fintype.card ι : ℝ) ≤ nuclearProb (protocol ω Δ a ts mixedState) := by
  have key : ∀ (ts : List ℝ) (v : Option ι → ℂ), ∃ w,
      protocol ω Δ a ts ((Fintype.card ι : ℂ)⁻¹ • (darkProj a + ketbra v)) =
        (Fintype.card ι : ℂ)⁻¹ • (darkProj a + ketbra w) := by
    intro ts
    induction ts with
    | nil => exact fun v => ⟨v, rfl⟩
    | cons t ts ih =>
      intro v
      rw [protocol, cycle_split ω Δ t a ha]
      exact ih _
  obtain ⟨w, hw⟩ := key ts (bright a)
  have hm : mixedState = (Fintype.card ι : ℂ)⁻¹ • (darkProj a + ketbra (bright a)) := by
    rw [darkProj, sub_add_cancel, mixedState]
  rw [hm, hw, nuclearProb_split a ha]
  have : 0 ≤ (∑ k, Complex.normSq (w (some k))) / (Fintype.card ι : ℝ) :=
    div_nonneg (Finset.sum_nonneg fun _ _ => Complex.normSq_nonneg _) (Nat.cast_nonneg _)
  linarith

/-- With the electron on resonance and couplings not all zero, a cycle multiplies the bright
state by `cos (g t)` and a phase. -/
theorem resonant_bright_cycle (ω t : ℝ) (a : ι → ℝ) (ha : a ≠ 0) :
    nuclearProj *ᵥ (propagator ω 0 a t *ᵥ bright a) =
      (Complex.exp (-(Complex.I * t) * ω) * (Real.cos (coupling a * t) : ℂ)) • bright a := by
  obtain ⟨hg, -, hab⟩ := bright_state a ha
  let φ : ℂ → Option ι → ℂ := fun s i => i.elim s fun k => bright a (some k)
  -- bright plus or minus electron are the two coupled eigenstates
  have hφ : ∀ s : ℂ, s * s = 1 → propagator ω 0 a t *ᵥ φ s =
      Complex.exp (-(Complex.I * t) * (ω + s * coupling a)) • φ s := by
    intro s hs
    apply propagator_eigenstate
    ext i
    cases i with
    | none =>
      rw [(hamiltonian_mulVec ω 0 a (φ s)).1]
      change ((ω : ℂ) + (0 : ℝ)) * s + ∑ k, (a k : ℂ) * bright a (some k) =
        (ω + s * coupling a) * s
      rw [hab, Complex.ofReal_zero]
      linear_combination (-(coupling a : ℂ)) * hs
    | some k =>
      rw [(hamiltonian_mulVec ω 0 a (φ s)).2]
      have hk : (coupling a : ℂ) * bright a (some k) = a k := by
        change (coupling a : ℂ) * ((a k / coupling a : ℝ) : ℂ) = _
        exact_mod_cast mul_div_cancel₀ (a k) hg.ne'
      change (a k : ℂ) * s + ω * bright a (some k) = (ω + s * coupling a) * bright a (some k)
      linear_combination (-s) * hk
  have hb : bright a = (1 / 2 : ℂ) • (φ 1 + φ (-1)) := by
    ext i
    cases i with
    | none => simp [φ, bright]
    | some k =>
      change bright a (some k) = (1 / 2 : ℂ) * (bright a (some k) + bright a (some k))
      ring
  have hU : propagator ω 0 a t *ᵥ bright a = (1 / 2 : ℂ) •
      (Complex.exp (-(Complex.I * t) * (ω + 1 * coupling a)) • φ 1 +
        Complex.exp (-(Complex.I * t) * (ω + -1 * coupling a)) • φ (-1)) := by
    rw [← hφ 1 (by norm_num), ← hφ (-1) (by norm_num), ← Matrix.mulVec_add,
      ← Matrix.mulVec_smul, ← hb]
  rw [hU]
  ext i
  rw [nuclearProj, Matrix.mulVec_diagonal]
  cases i with
  | none => simp [bright]
  | some k =>
    change (1 : ℂ) * ((1 / 2 : ℂ) *
      (Complex.exp (-(Complex.I * t) * (ω + 1 * coupling a)) * bright a (some k) +
        Complex.exp (-(Complex.I * t) * (ω + -1 * coupling a)) * bright a (some k))) =
      Complex.exp (-(Complex.I * t) * ω) * (Real.cos (coupling a * t) : ℂ) * bright a (some k)
    have e1 : -(Complex.I * t) * (ω + 1 * coupling a) =
        -(Complex.I * t) * ω + -(coupling a * t : ℂ) * Complex.I := by ring
    have e2 : -(Complex.I * t) * (ω + -1 * coupling a) =
        -(Complex.I * t) * ω + (coupling a * t : ℂ) * Complex.I := by ring
    rw [e1, e2, Complex.exp_add, Complex.exp_add, Complex.ofReal_cos, Complex.ofReal_mul,
      Complex.cos]
    ring

/-- With the electron on resonance and couplings not all zero, the nuclear probability after the
cycles is `1 - (1 - ∏ cos² (g t_j)) / N`. -/
theorem resonant_probability (ω : ℝ) (a : ι → ℝ) (ha : a ≠ 0) (ts : List ℝ) :
    nuclearProb (protocol ω 0 a ts mixedState) =
      1 - (1 - (ts.map fun t => Real.cos (coupling a * t) ^ 2).prod) / Fintype.card ι := by
  have key : ∀ (ts : List ℝ) (c : ℂ), ∃ d : ℂ,
      protocol ω 0 a ts ((Fintype.card ι : ℂ)⁻¹ • (darkProj a + ketbra (c • bright a))) =
        (Fintype.card ι : ℂ)⁻¹ • (darkProj a + ketbra (d • bright a)) ∧
      Complex.normSq d =
        Complex.normSq c * (ts.map fun t => Real.cos (coupling a * t) ^ 2).prod := by
    intro ts
    induction ts with
    | nil => exact fun c => ⟨c, rfl, by simp⟩
    | cons t ts ih =>
      intro c
      rw [protocol, cycle_split ω 0 t a ha, Matrix.mulVec_smul, Matrix.mulVec_smul,
        resonant_bright_cycle ω t a ha, smul_smul]
      obtain ⟨d, hd, hn⟩ := ih
        (c * (Complex.exp (-(Complex.I * t) * ω) * (Real.cos (coupling a * t) : ℂ)))
      refine ⟨d, hd, ?_⟩
      have hp : Complex.normSq (Complex.exp (-(Complex.I * t) * ω)) = 1 := by
        rw [Complex.normSq_eq_norm_sq, Complex.norm_exp]
        simp
      rw [hn, Complex.normSq_mul, Complex.normSq_mul, hp, Complex.normSq_ofReal,
        List.map_cons, List.prod_cons]
      ring
  obtain ⟨d, hd, hn⟩ := key ts 1
  have hm : mixedState =
      (Fintype.card ι : ℂ)⁻¹ • (darkProj a + ketbra ((1 : ℂ) • bright a)) := by
    rw [one_smul, darkProj, sub_add_cancel, mixedState]
  have hs : ∑ k, Complex.normSq ((d • bright a) (some k)) = Complex.normSq d := by
    calc _ = ∑ k, Complex.normSq d * (a k / coupling a) ^ 2 := by
          refine Finset.sum_congr rfl fun k _ => ?_
          change Complex.normSq (d * ((a k / coupling a : ℝ) : ℂ)) = _
          rw [Complex.normSq_mul, Complex.normSq_ofReal, pow_two]
      _ = _ := by rw [← Finset.mul_sum, (bright_state a ha).2.1, mul_one]
  rw [hm, hd, nuclearProb_split a ha, hs, hn, Complex.normSq_one]
  ring

/-- With the electron on resonance and couplings not all zero, a single cycle of length
`π / (2g)` leaves nuclear probability exactly `1 - 1/N`. -/
theorem bound_attained (ω : ℝ) (a : ι → ℝ) (ha : a ≠ 0) :
    nuclearProb (protocol ω 0 a [Real.pi / (2 * coupling a)] mixedState) =
      1 - 1 / Fintype.card ι := by
  have hg := (bright_state a ha).1.ne'
  have h : coupling a * (Real.pi / (2 * coupling a)) = Real.pi / 2 := by field_simp
  rw [resonant_probability ω a ha]
  simp [h]

end

end ElectronNuclearDarkStates
```

```lean
#print axioms ElectronNuclearDarkStates.dark_state_bound
#print axioms ElectronNuclearDarkStates.bound_attained
```

```
'ElectronNuclearDarkStates.dark_state_bound' depends on axioms: [propext, Classical.choice, Quot.sound]
'ElectronNuclearDarkStates.bound_attained' depends on axioms: [propext, Classical.choice, Quot.sound]
```

## From eigenvectors to induction over cycles

`propagator_eigenstate` applies the exponential series to an eigenvector term by term; `hpow` supplies the powers. `dark_state_stationary` then needs only the eigenvalue equation, which it reads off from `hamiltonian_mulVec`.

In `cycle_split`, `h1` shows that the columns of $D$ are dark, `hU` and `hU'` are the two phase relations, and `hp` cancels the phases. `hket` follows the pure remainder. `nuclearProb_split` computes the trace, using the normalisation from `bright_state`.

`dark_state_bound` uses induction on the list for an arbitrary vector `v`, because each cycle changes the remainder. The resonant proof tracks only a scalar multiplying $b$. Its vectors `φ 1` and `φ (-1)` are $|b\rangle\pm|e\rangle$, whose normalised forms carry a factor $1/\sqrt2$.
